# In a one-level model, updating the linearization energy converges from every start, with order three

A linear method expands a partial wave about one chosen energy, the linearization energy. If that energy lies far from the level sought, the energy that the method returns is wrong. An obvious remedy is to take the returned energy as the new linearization energy and repeat. Without an estimate of the error, however, nothing excludes that the repetition overshoots, cycles or runs away from a poor start.

Consider a model with a single level, in which the squared norm p of the energy derivative is constant and the derivative enters the orbital with weight equal to the exact energy minus the linearization energy. In this model none of this happens. Let E be the exact energy, e_n the n-th linearization energy and d_n = E − e_n the error. The update is

e_(n+1) = e_n + d_n/(1 + p d_n²), with p > 0.

Then d_n tends to zero from every real e_0, a nonzero error keeps its sign, and

√p |d_n| ≤ (√p |d_0|)^(3^n).

In this one-level model, re-centring the linearization energy therefore converges from any start, and very fast once |d_0| < 1/√p. This alone does not guarantee convergence in an electronic-structure calculation, where p varies with energy and the exact energy is not available to fix the weight.

## From the linearized orbital to the error recursion

Let φ be a normalized partial wave at energy e, so that Hφ = eφ, and let φ̇ be its derivative with respect to energy. Differentiating (H − e)φ = 0 gives Hφ̇ = eφ̇ + φ. If φ is normalized at every energy, differentiating ⟨φ, φ⟩ = 1 gives ⟨φ, φ̇⟩ = 0. To first order the partial wave at energy E is x = φ + dφ̇, with d = E − e. Put p = ‖φ̇‖². Then

Hx = eφ + d(eφ̇ + φ) = ex + dφ,

⟨x, x⟩ = 1 + p d², ⟨x, φ⟩ = 1,

⟨x, Hx⟩/⟨x, x⟩ = e + d/(1 + p d²).

This energy expectation value is the update rule. Subtracting it from E gives the error recursion

d_(n+1) = d_n − d_n/(1 + p d_n²) = p d_n³/(1 + p d_n²).

Equivalently, d_(n+1) = r_n d_n with r_n = p d_n²/(1 + p d_n²). For d_n ≠ 0 this factor lies strictly between 0 and 1, so the error shrinks and keeps its sign.

For convergence, write q = r_0 < 1. Since t/(1 + t) increases with t ≥ 0 and |d_n| ≤ |d_0|, we have r_n ≤ q at every step. Induction gives

|d_n| ≤ qⁿ |d_0|,

and the right side tends to zero.

For the cubic bound, drop the denominator, which is at least 1, to get |d_(n+1)| ≤ p |d_n|³. Multiplying by √p and using p = (√p)² gives

√p |d_(n+1)| ≤ (√p |d_n|)³.

Each step cubes the bound, which produces the exponent 3^n. A scaled error √p |d_0| = 0.1 is thus at most 10⁻³ after one update and 10⁻⁹ after two. If √p |d_0| ≥ 1, this bound does not decrease, and convergence rests on the geometric estimate.

Finally, if d_0 ≠ 0, no later error vanishes, and

d_(n+1)/d_n³ = p/(1 + p d_n²) → p.

The limit is nonzero, so the order of convergence is exactly three. This order belongs to the weight E − e. If the weight is instead chosen so that the orbital meets the boundary condition of the exact partial wave at the surface of its sphere, the expectation value is stationary at the exact partial wave, and its error is at most of order d⁴.

## The expectation value and the iteration in Lean

```lean
import Mathlib

open Filter Topology

namespace LinearizationEnergy

noncomputable section
```

The orbital space is a real inner product space `V`, of any dimension, and the Hamiltonian is a linear map on it. The energy expectation value is the usual quotient.

```lean
/-- The energy expectation value `⟨x, H x⟩ / ⟨x, x⟩` of an orbital `x ≠ 0`. -/
def rayleigh {V : Type*} [NormedAddCommGroup V] [InnerProductSpace ℝ V]
    (H : V →ₗ[ℝ] V) (x : V) : ℝ :=
  inner ℝ x (H x) / inner ℝ x x
```

The update contains the exact energy `E`, so it is a model for studying the error and not a recipe for finding an unknown level. In a calculation, the weight of φ̇ comes from boundary conditions or from a diagonalization; here it is taken to be `E - e`.

```lean
/-- The model update of the linearization energy `e`, when the exact energy is `E` and `p` stands
for the squared norm of the energy derivative; the domain is `1 + p (E - e)² ≠ 0`. -/
def update (p E e : ℝ) : ℝ := e + (E - e) / (1 + p * (E - e) ^ 2)
```

The sequence e_n is `linEnergy p E e₀ n`, with the start e_0 written `e₀`.

```lean
/-- The successive linearization energies, starting from `e₀`, for `p ≥ 0`. -/
def linEnergy (p E e₀ : ℝ) : ℕ → ℝ
  | 0 => e₀
  | n + 1 => update p E (linEnergy p E e₀ n)
```

The error d_n is `err p E e₀ n`, positive when the linearization energy lies below the level.

```lean
/-- The distance `d_n = E - e_n` of the exact energy from the `n`-th linearization energy. -/
def err (p E e₀ : ℝ) (n : ℕ) : ℝ := E - linEnergy p E e₀ n
```

## The update as an energy expectation value

The next theorem takes the relations between φ and φ̇ (written `φd`) as hypotheses: `hφ` and `hφd` are the two equations for `H`, `hnorm` is the normalization and `horth` the orthogonality. The energy derivative is represented only through these relations; no differentiation takes place.

`H` is not assumed symmetric, and it cannot be: the relations give ⟨φ, Hφ̇⟩ = 1 but ⟨Hφ, φ̇⟩ = 0. For partial waves inside a sphere, the difference is the surface term left by integrating the kinetic energy by parts. The relations also exclude φ̇ = 0, so p is positive.

```lean
/-- Let `φ` be normalized with `H φ = e φ`, and let `φd` be orthogonal to `φ` with
`H φd = e φd + φ`, as for a partial wave and its energy derivative. Then the energy expectation
value of the linearized orbital `φ + (E - e) φd` is the update rule with `p = ‖φd‖²`. -/
theorem rayleigh_linearized {V : Type*} [NormedAddCommGroup V] [InnerProductSpace ℝ V]
    (H : V →ₗ[ℝ] V) (φ φd : V) (E e : ℝ) (hφ : H φ = e • φ) (hφd : H φd = e • φd + φ)
    (hnorm : ‖φ‖ = 1) (horth : inner ℝ φ φd = 0) :
    rayleigh H (φ + (E - e) • φd) = update (‖φd‖ ^ 2) E e := by
  have horth' : inner ℝ φd φ = 0 := by rw [real_inner_comm]; exact horth
  -- the Hamiltonian acts as `e` plus a remainder along `φ`
  have hH : H (φ + (E - e) • φd) = e • (φ + (E - e) • φd) + (E - e) • φ := by
    rw [map_add, map_smul, hφ, hφd]
    module
  have hn : inner ℝ (φ + (E - e) • φd) (φ + (E - e) • φd)
      = 1 + ‖φd‖ ^ 2 * (E - e) ^ 2 := by
    simp only [inner_add_left, inner_add_right, real_inner_smul_left, real_inner_smul_right,
      horth, horth']
    simp only [real_inner_self_eq_norm_sq, hnorm]
    ring
  have hx : inner ℝ (φ + (E - e) • φd) φ = 1 := by
    simp only [inner_add_left, real_inner_smul_left, horth', real_inner_self_eq_norm_sq, hnorm]
    ring
  have hD : 1 + ‖φd‖ ^ 2 * (E - e) ^ 2 ≠ 0 := by positivity
  unfold rayleigh update
  rw [hH, inner_add_right, real_inner_smul_right, real_inner_smul_right, hn, hx, mul_one,
    add_div, mul_div_cancel_right₀ _ hD]
```

In the proof, `hH` is the formula Hx = ex + dφ, `hn` is the squared norm and `hx` the overlap with φ. The last rewriting divides the numerator by the squared norm.

A two-component example shows that these relations are consistent for every positive value of p.

```lean
/-- A two-component model Hamiltonian, with rows `(e, 1/s)` and `(0, e)`, for `s ≠ 0`. -/
def modelH (e s : ℝ) : EuclideanSpace ℝ (Fin 2) →ₗ[ℝ] EuclideanSpace ℝ (Fin 2) where
  toFun x := !₂[e * x 0 + x 1 / s, e * x 1]
  map_add' x y := by
    ext i
    fin_cases i <;> simp <;> ring
  map_smul' c x := by
    ext i
    fin_cases i <;> simp <;> ring
```

With φ = (1, 0) and φ̇ = (0, s), the off-diagonal entry 1/s supplies the extra φ in Hφ̇. The squared norm of φ̇ is s².

```lean
/-- For `s ≠ 0` the model Hamiltonian with `φ = (1, 0)` and `φd = (0, s)` meets all the relations
between a partial wave and its energy derivative, and `‖φd‖² = s²`. -/
theorem rayleigh_linearized_witness (e s : ℝ) (hs : s ≠ 0) :
    modelH e s !₂[1, 0] = e • !₂[1, 0] ∧
    modelH e s !₂[0, s] = e • !₂[0, s] + !₂[1, 0] ∧
    ‖(!₂[1, 0] : EuclideanSpace ℝ (Fin 2))‖ = 1 ∧
    inner ℝ (!₂[1, 0] : EuclideanSpace ℝ (Fin 2)) !₂[0, s] = 0 ∧
    ‖(!₂[0, s] : EuclideanSpace ℝ (Fin 2))‖ ^ 2 = s ^ 2 := by
  refine ⟨?_, ?_, ?_, ?_, ?_⟩
  · ext i
    fin_cases i <;> simp [modelH]
  · ext i
    fin_cases i <;> simp [modelH, hs]
  · simp [EuclideanSpace.norm_eq, Fin.sum_univ_two]
  · simp [PiLp.inner_apply, Fin.sum_univ_two]
  · simp [EuclideanSpace.norm_sq_eq, Fin.sum_univ_two]
```

The matrix depends on `e`, so the example treats one linearization energy at a time. It does not provide a single Hamiltonian whose partial waves have the same p at all energies. From here on, the constancy of `p` is a postulate: it replaces the energy-dependent ‖φ̇‖² of a real partial wave by one number. Coupling between levels and changes of the potential during self-consistency are also left out.

## The error recursion and its sign

The first result on the iteration is the recursion d_(n+1) = p d_n³/(1 + p d_n²).

```lean
variable {p : ℝ} (E e₀ : ℝ)

/-- For `p > 0` one update turns the error `d` into `p d³ / (1 + p d²)`. -/
theorem err_succ (hp : 0 < p) (n : ℕ) :
    err p E e₀ (n + 1) = p * err p E e₀ n ^ 3 / (1 + p * err p E e₀ n ^ 2) := by
  have hD : 1 + p * err p E e₀ n ^ 2 ≠ 0 := by positivity
  have hsplit : err p E e₀ n / (1 + p * err p E e₀ n ^ 2)
      + p * err p E e₀ n ^ 3 / (1 + p * err p E e₀ n ^ 2) = err p E e₀ n := by
    rw [← add_div, div_eq_iff hD]
    ring
  have hstep : err p E e₀ (n + 1)
      = err p E e₀ n - err p E e₀ n / (1 + p * err p E e₀ n ^ 2) := by
    change E - (linEnergy p E e₀ n + err p E e₀ n / (1 + p * err p E e₀ n ^ 2))
      = (E - linEnergy p E e₀ n) - err p E e₀ n / (1 + p * err p E e₀ n ^ 2)
    ring
  linarith
```

Here `hsplit` writes d_n as the sum of d_n/(1 + p d_n²) and the claimed new error, while `hstep` subtracts the update from `E`. `linarith` combines the two.

Equality of sign is expressed as positivity of the product d_0 d_n, which also says that d_n is nonzero.

```lean
/-- For `p > 0` and a nonzero initial error, every later error is nonzero and has the sign of
the initial one. -/
theorem err_same_sign (hp : 0 < p) (h0 : err p E e₀ 0 ≠ 0) (n : ℕ) :
    0 < err p E e₀ 0 * err p E e₀ n := by
  induction n with
  | zero => exact mul_self_pos.mpr h0
  | succ n ih =>
    have hn : err p E e₀ n ≠ 0 := right_ne_zero_of_mul ih.ne'
    have hfac : 0 < p * err p E e₀ n ^ 2 / (1 + p * err p E e₀ n ^ 2) := by positivity
    have h := mul_pos ih hfac
    rw [err_succ E e₀ hp n]
    calc 0 < _ := h
      _ = _ := by ring
```

The induction multiplies the positive product d_0 d_n by the positive factor r_n, called `hfac`, and the recursion identifies the result as d_0 d_(n+1).

## Geometric decay from every start

This theorem is the estimate |d_n| ≤ qⁿ |d_0|, with q written out in terms of the initial error.

```lean
/-- For `p > 0` the error decays at least geometrically from every start, with the ratio
`p d₀² / (1 + p d₀²)` fixed by the initial error `d₀`. -/
theorem err_geometric (hp : 0 < p) (n : ℕ) :
    |err p E e₀ n| ≤
      (p * err p E e₀ 0 ^ 2 / (1 + p * err p E e₀ 0 ^ 2)) ^ n * |err p E e₀ 0| := by
  have hq0 : 0 ≤ p * err p E e₀ 0 ^ 2 / (1 + p * err p E e₀ 0 ^ 2) := by positivity
  have hq1 : p * err p E e₀ 0 ^ 2 / (1 + p * err p E e₀ 0 ^ 2) ≤ 1 := by
    rw [div_le_one (by positivity)]
    linarith
  induction n with
  | zero => simp
  | succ n ih =>
    -- the error has not grown, so the current contraction factor is at most the first one
    have hle : |err p E e₀ n| ≤ |err p E e₀ 0| :=
      ih.trans (mul_le_of_le_one_left (abs_nonneg _) (pow_le_one₀ hq0 hq1))
    have hsq := mul_le_mul_of_nonneg_left (sq_le_sq.mpr hle) hp.le
    have hfac : p * err p E e₀ n ^ 2 / (1 + p * err p E e₀ n ^ 2)
        ≤ p * err p E e₀ 0 ^ 2 / (1 + p * err p E e₀ 0 ^ 2) := by
      rw [div_le_div_iff₀ (by positivity) (by positivity)]
      linarith
    have hstep : err p E e₀ (n + 1)
        = p * err p E e₀ n ^ 2 / (1 + p * err p E e₀ n ^ 2) * err p E e₀ n := by
      rw [err_succ E e₀ hp n]
      ring
    rw [hstep, abs_mul, abs_of_nonneg (by positivity), pow_succ' _ n, mul_assoc]
    exact mul_le_mul hfac ih (abs_nonneg _) hq0
```

The induction hypothesis first yields `hle`, that the error has not grown. From this `hfac` deduces r_n ≤ q by cross-multiplication, which takes the place of the monotonicity of t/(1 + t). The final product of inequalities adds one more power of q.

## The cubic bound

The bound with exponent 3^n holds for every start, including those for which its right side grows.

```lean
/-- For `p > 0` the scaled error `√p |d_n|` is at most the initial scaled error raised to the
power `3ⁿ`. -/
theorem err_cubic_bound (hp : 0 < p) (n : ℕ) :
    √p * |err p E e₀ n| ≤ (√p * |err p E e₀ 0|) ^ (3 ^ n) := by
  induction n with
  | zero => simp
  | succ n ih =>
    have hD : 0 < 1 + p * err p E e₀ n ^ 2 := by positivity
    have h1 : |err p E e₀ (n + 1)| ≤ p * |err p E e₀ n| ^ 3 := by
      rw [err_succ E e₀ hp n, abs_div, abs_mul, abs_pow, abs_of_pos hp, abs_of_pos hD]
      exact div_le_self (by positivity) (le_add_of_nonneg_right (by positivity))
    calc √p * |err p E e₀ (n + 1)| ≤ √p * (p * |err p E e₀ n| ^ 3) :=
          mul_le_mul_of_nonneg_left h1 (Real.sqrt_nonneg p)
      _ = (√p * |err p E e₀ n|) ^ 3 := by
          linear_combination (-√p * |err p E e₀ n| ^ 3) * Real.sq_sqrt hp.le
      _ ≤ ((√p * |err p E e₀ 0|) ^ (3 ^ n)) ^ 3 := pow_le_pow_left₀ (by positivity) ih 3
      _ = (√p * |err p E e₀ 0|) ^ (3 ^ (n + 1)) := by rw [← pow_mul, ← pow_succ]
```

The inequality `h1` drops the denominator. In the `calc` chain, `linear_combination` uses (√p)² = p to gather the factors into a cube, the induction hypothesis is then cubed, and the exponents combine to 3^(n+1).

## Convergence and the exact order

The main theorem collects the three statements, with d_0 written as `E - e₀`. Its first part, `Tendsto (err p E e₀) atTop (𝓝 0)`, says that d_n → 0 as n → ∞. The sign statement requires a nonzero initial error; if `e₀` equals `E`, every error is zero.

```lean
/-- For `p > 0` and every real starting energy `e₀`, the error tends to zero, a nonzero error
never changes sign, and `√p |d_n| ≤ (√p |E - e₀|)^(3ⁿ)`. -/
theorem linearization_converges (hp : 0 < p) :
    Tendsto (err p E e₀) atTop (𝓝 0) ∧
    (E - e₀ ≠ 0 → ∀ n, 0 < (E - e₀) * err p E e₀ n) ∧
    ∀ n, √p * |err p E e₀ n| ≤ (√p * |E - e₀|) ^ (3 ^ n) := by
  refine ⟨?_, fun h0 n => err_same_sign E e₀ hp h0 n, fun n => err_cubic_bound E e₀ hp n⟩
  have hq0 : 0 ≤ p * err p E e₀ 0 ^ 2 / (1 + p * err p E e₀ 0 ^ 2) := by positivity
  have hq1 : p * err p E e₀ 0 ^ 2 / (1 + p * err p E e₀ 0 ^ 2) < 1 := by
    rw [div_lt_one (by positivity)]
    linarith
  have hlim := (tendsto_pow_atTop_nhds_zero_of_lt_one hq0 hq1).mul_const |err p E e₀ 0|
  rw [zero_mul] at hlim
  exact squeeze_zero_norm (fun n => err_geometric E e₀ hp n) hlim
```

The second and third parts are the earlier theorems. For the first, `hq1` shows q < 1, so qⁿ |d_0| tends to zero, and `squeeze_zero_norm` carries this over to the error.

The last theorem gives the limit of d_(n+1)/d_n³ for a start different from `E`.

```lean
/-- For `p > 0` and a start `e₀ ≠ E`, the ratio `d_(n+1) / d_n³` tends to `p`. -/
theorem order_three (hp : 0 < p) (h0 : E - e₀ ≠ 0) :
    Tendsto (fun n => err p E e₀ (n + 1) / err p E e₀ n ^ 3) atTop (𝓝 p) := by
  have hc : ContinuousAt (fun x : ℝ => p / (1 + p * x ^ 2)) 0 :=
    ContinuousAt.div (by fun_prop) (by fun_prop) (by norm_num)
  have hlim := hc.tendsto.comp (linearization_converges E e₀ hp).1
  have hval : p / (1 + p * (0 : ℝ) ^ 2) = p := by norm_num
  simp only [hval] at hlim
  refine hlim.congr (fun n => ?_)
  have hn : err p E e₀ n ≠ 0 := right_ne_zero_of_mul (err_same_sign E e₀ hp h0 n).ne'
  change p / (1 + p * err p E e₀ n ^ 2) = err p E e₀ (n + 1) / err p E e₀ n ^ 3
  rw [err_succ E e₀ hp n, div_right_comm, mul_div_cancel_right₀ _ (pow_ne_zero 3 hn)]

end

end LinearizationEnergy
```

The function p/(1 + p x²) is continuous at zero, where its value is p. Composing it with the convergent error sequence gives the limit. The recursion, together with d_n ≠ 0, identifies the composed sequence with the ratio of errors.

```lean
#print axioms LinearizationEnergy.rayleigh_linearized
-- 'LinearizationEnergy.rayleigh_linearized' depends on axioms: [propext, Classical.choice, Quot.sound]
#print axioms LinearizationEnergy.linearization_converges
-- 'LinearizationEnergy.linearization_converges' depends on axioms: [propext, Classical.choice, Quot.sound]
#print axioms LinearizationEnergy.order_three
-- 'LinearizationEnergy.order_three' depends on axioms: [propext, Classical.choice, Quot.sound]
```
